# Every real square matrix has an orthonormal basis with equal diagonal elements

## Diagonal energies and couplings

Let $H$ be the real matrix of a Hamiltonian between $n \ge 1$ orthonormal states, for instance a crystal-field or Coulomb matrix within one configuration. An orthonormal basis is a set of $n$ real vectors $v_i$ with $v_i \cdot v_j = \delta_{ij}$, and the matrix elements in it are $H_{ij} = v_i \cdot H v_j$. The $H_{ii}$ are called diagonal energies, and the $H_{ij}$ with $i \neq j$ are couplings. The mean energy is $m = \operatorname{tr} H / n$.

How much do the diagonal energies alone say about the splitting of the levels? In an unlucky basis, nothing:

1. For every real $H$ there is an orthonormal basis with $H_{ii} = m$ for all $i$. Such a basis is called flat here, which is not a standard name.
2. If $H$ is symmetric with eigenvalues $E_k$, counted with multiplicity, then in every flat basis
$$\sum_{i \neq j} H_{ij}^2 = \sum_k (E_k - m)^2 .$$

The sum on the left runs over ordered pairs, so each coupling counts twice. In a finite multiplet or configuration-interaction matrix with real elements, equal diagonal energies therefore do not prove that the levels are degenerate.

## Rotating pairs of states towards the mean

**Two sums that no basis changes.** Let $V$ be the matrix with rows $v_i$. Orthonormality says $VV^T = 1$, and for a square matrix this gives $V^TV = 1$. The matrix elements are the entries of $VHV^T$, so
$$\sum_i H_{ii} = \operatorname{tr}(VHV^T) = \operatorname{tr}(V^TVH) = \operatorname{tr} H .$$
This is the diagonal sum rule. In the same way,
$$\sum_{i,j} H_{ij}^2 = \operatorname{tr}(VHV^T\,VH^TV^T) = \operatorname{tr}(V HH^T V^T) = \operatorname{tr}(HH^T).$$

**Rotating one pair.** For $i \ne j$ replace $v_i$ and $v_j$ by
$$v_i' = c\,v_i + s\,v_j, \qquad v_j' = -s\,v_i + c\,v_j, \qquad c^2+s^2=1 .$$
Both new vectors have squared length $c^2+s^2 = 1$, their product is $-cs+sc=0$, and both stay orthogonal to the other states. With $c=\cos t$ and $s=\sin t$ the new diagonal energy of state $i$ is
$$H_{ii}'(t) = \cos^2 t\, H_{ii} + \cos t \sin t\,(H_{ij}+H_{ji}) + \sin^2 t\, H_{jj}.$$
It moves continuously from $H_{ii}$ at $t=0$ to $H_{jj}$ at $t=\pi/2$, and so takes every value between them.

**Removing wrong elements.** Suppose some $H_{kk}\neq m$. By the sum rule, $\sum_k (H_{kk}-m)=0$. If no term were positive, all would vanish, so some $H_{jj}>m$. Likewise some $H_{ii}<m$. Rotate this pair until $H_{ii}'=m$. State $i$ is now right, state $j$ was wrong before, and the other diagonal energies have not changed. The number of wrong elements has dropped by at least one, and finitely many rotations reach a flat basis.

**Where the splitting went.** For symmetric $H$, the sum of squares is $\sum_k E_k^2$ in the eigenbasis and $nm^2+\sum_{i\ne j}H_{ij}^2$ in a flat basis. The two are equal. Since $\sum_k E_k = nm$,
$$\sum_k (E_k-m)^2 = \sum_k E_k^2 - 2m\cdot nm + nm^2 = \sum_k E_k^2 - nm^2 = \sum_{i\ne j}H_{ij}^2 .$$

**Two levels.** For $H=\operatorname{diag}(E_1,E_2)$ take $(1,1)/\sqrt2$ and $(1,-1)/\sqrt2$. Both diagonal energies are $(E_1+E_2)/2$, and the coupling is $(E_1-E_2)/2$.

## States and matrix elements in Lean

In the code `n` is the finite set of state labels, and the dimension is `Fintype.card n`.

```lean
import Mathlib

open Matrix

namespace DiagonalSumRule

noncomputable section

variable {n : Type*} [Fintype n] [DecidableEq n]
```

A basis is a function `v` that assigns a real vector `v i` to each label. There are as many vectors as components, so orthonormality alone makes them a basis.

```lean
/-- The states `v i`, as many as the dimension, form an orthonormal basis. -/
def IsOrthonormalBasis (v : n → n → ℝ) : Prop :=
  ∀ i j, v i ⬝ᵥ v j = if i = j then 1 else 0
```

The symbol `⬝ᵥ` is the dot product and `*ᵥ` applies a matrix to a vector. No complex conjugation appears, because all amplitudes are real.

```lean
/-- The matrix element of `H` between the states `v i` and `v j`. -/
def element (H : Matrix n n ℝ) (v : n → n → ℝ) (i j : n) : ℝ :=
  v i ⬝ᵥ H *ᵥ v j
```

The rotation of a pair is defined for any coefficients; the condition $c^2+s^2=1$ enters later as a hypothesis.

```lean
/-- Mix the states `i` and `j` with coefficients `c` and `s`, leaving all other states alone. -/
def mix (v : n → n → ℝ) (i j : n) (c s : ℝ) : n → n → ℝ := fun k =>
  if k = i then c • v i + s • v j else if k = j then (-s) • v i + c • v j else v k
```

The physical input is the matrix $H$ itself. Reducing an actual ion to a finite real matrix is a step that the theorems take for granted. They also do not say that a flat basis consists of Slater determinants or of other states that one would naturally choose.

## The two invariant sums

The first lemma identifies `element H v i j` with an entry of $VHV^T$, where `Matrix.of v` is $V$.

```lean
omit [DecidableEq n] in
/-- The matrix elements are the entries of `V H Vᵀ`, where the rows of `V` are the states. -/
theorem element_eq (H : Matrix n n ℝ) (v : n → n → ℝ) (i j : n) :
    element H v i j = (Matrix.of v * H * (Matrix.of v)ᵀ) i j := by
  rw [Matrix.mul_assoc]
  simp only [element, Matrix.mul_apply, dotProduct, Matrix.mulVec,
    Matrix.transpose_apply, Matrix.of_apply]
```

Completeness, $V^TV=1$, follows from $VV^T=1$ by `mul_eq_one_comm`, and the entries of $VV^T$ are the dot products in the hypothesis.

```lean
/-- Completeness: for an orthonormal basis the matrix `V` of states satisfies `Vᵀ V = 1`. -/
theorem IsOrthonormalBasis.transpose_mul {v : n → n → ℝ} (hv : IsOrthonormalBasis v) :
    (Matrix.of v)ᵀ * Matrix.of v = 1 := by
  apply mul_eq_one_comm.mp
  ext i j
  rw [Matrix.mul_apply, Matrix.one_apply]
  exact hv i j
```

The diagonal sum rule is then the cyclic property of the trace, `Matrix.trace_mul_comm`, followed by completeness. It holds for any real square $H$.

```lean
/-- Diagonal sum rule: in every orthonormal basis the diagonal elements add up to the trace. -/
theorem sum_diagonal (H : Matrix n n ℝ) {v : n → n → ℝ} (hv : IsOrthonormalBasis v) :
    ∑ i, element H v i i = H.trace := by
  have h : ∑ i, element H v i i = (Matrix.of v * H * (Matrix.of v)ᵀ).trace :=
    Finset.sum_congr rfl fun i _ => element_eq H v i i
  rw [h, Matrix.trace_mul_comm, ← Matrix.mul_assoc, hv.transpose_mul, Matrix.one_mul]
```

For the sum of squares, the sum rule is applied to $HH^T$. The equation `key` inserts $V^TV=1$ between $H$ and $H^T$, so each diagonal element of $HH^T$ becomes a row sum of squares.

```lean
/-- In every orthonormal basis the squares of all matrix elements add up to `tr (H Hᵀ)`. -/
theorem sum_squares (H : Matrix n n ℝ) {v : n → n → ℝ} (hv : IsOrthonormalBasis v) :
    ∑ i, ∑ j, element H v i j ^ 2 = (H * Hᵀ).trace := by
  rw [← sum_diagonal (H * Hᵀ) hv]
  refine Finset.sum_congr rfl fun i _ => ?_
  have key : (Matrix.of v * H * (Matrix.of v)ᵀ) * (Matrix.of v * H * (Matrix.of v)ᵀ)ᵀ
      = Matrix.of v * (H * Hᵀ) * (Matrix.of v)ᵀ := by
    calc _ = Matrix.of v * H * ((Matrix.of v)ᵀ * Matrix.of v) * Hᵀ * (Matrix.of v)ᵀ := by
          simp only [Matrix.transpose_mul, Matrix.transpose_transpose, Matrix.mul_assoc]
      _ = _ := by
          rw [hv.transpose_mul]
          simp only [Matrix.mul_one, Matrix.mul_assoc]
  rw [element_eq, ← key, Matrix.mul_apply]
  refine Finset.sum_congr rfl fun j _ => ?_
  rw [element_eq, Matrix.transpose_apply, sq]
```

## Rotation and the intermediate value

To show that the rotated basis is orthonormal, the proof sorts each of the two labels into three classes: equal to `i`, equal to `j`, or neither. `simp` expands the dot products in the nine cases, and `linarith` uses $c^2+s^2=1$ where it is needed.

```lean
/-- Mixing two different states with `c² + s² = 1` keeps the basis orthonormal. -/
theorem mix_orthonormal {v : n → n → ℝ} (hv : IsOrthonormalBasis v) {i j : n} (hij : i ≠ j)
    {c s : ℝ} (hc : c ^ 2 + s ^ 2 = 1) : IsOrthonormalBasis (mix v i j c s) := by
  intro k l
  have hji := hij.symm
  have three : ∀ k, k = i ∨ k = j ∨ (k ≠ i ∧ k ≠ j ∧ i ≠ k ∧ j ≠ k) := by
    intro k
    by_cases h1 : k = i
    · exact Or.inl h1
    · by_cases h2 : k = j
      · exact Or.inr (Or.inl h2)
      · exact Or.inr (Or.inr ⟨h1, h2, Ne.symm h1, Ne.symm h2⟩)
  unfold IsOrthonormalBasis at hv
  rcases three k with rfl | rfl | ⟨_, _, _, _⟩ <;>
    rcases three l with rfl | rfl | ⟨_, _, _, _⟩ <;>
    simp [*, mix, add_dotProduct, dotProduct_add, smul_dotProduct, dotProduct_smul] <;>
    linarith
```

The next theorem says that if $H_{ii}\le m\le H_{jj}$, some rotation gives state `i` the diagonal energy $m$. Here `m` is any real number in that range.

```lean
/-- If `m` is at least the diagonal element of state `i` and at most that of state `j`, the two can
be mixed with `c² + s² = 1` so that the diagonal element of state `i` becomes `m`. -/
theorem exists_mix (H : Matrix n n ℝ) (v : n → n → ℝ) (i j : n) {m : ℝ}
    (hi : element H v i i ≤ m) (hj : m ≤ element H v j j) :
    ∃ c s : ℝ, c ^ 2 + s ^ 2 = 1 ∧ element H (mix v i j c s) i i = m := by
  have hcont : Continuous fun t : ℝ => Real.cos t ^ 2 * element H v i i
      + Real.cos t * Real.sin t * (element H v i j + element H v j i)
      + Real.sin t ^ 2 * element H v j j := by fun_prop
  -- the mixing angle runs from 0 to a full exchange of the two states
  obtain ⟨t, -, ht⟩ := intermediate_value_Icc (by positivity : (0 : ℝ) ≤ Real.pi / 2)
    hcont.continuousOn ⟨by simpa using hi, by simpa using hj⟩
  refine ⟨Real.cos t, Real.sin t, Real.cos_sq_add_sin_sq t, Eq.trans ?_ ht⟩
  simp only [element, mix, if_true, Matrix.mulVec_add, Matrix.mulVec_smul, add_dotProduct,
    dotProduct_add, smul_dotProduct, dotProduct_smul, smul_eq_mul]
  ring
```

The decisive device is Mathlib's `intermediate_value_Icc`. For a function $f$ continuous on $[a,b]$ with $a\le b$, it states an inclusion of sets: the interval $[f(a),f(b)]$ lies in the image of $[a,b]$ under $f$. An inclusion can be applied like a function. Given a proof that $m$ lies in $[f(a),f(b)]$, it returns a proof that $m$ lies in the image, which unpacks into an angle `t` and the equation `ht`, $f(t)=m$. The proof that goes in is the pair of inequalities $f(0)\le m$ and $m\le f(\pi/2)$, which `simpa` obtains from `hi` and `hj` by evaluating the sine and cosine at the end points. Continuity comes from `fun_prop`. The closing `ring` checks that $f(t)$ is the diagonal energy of the rotated state.

## Existence of a flat basis

The theorem assumes nothing about `H` beyond real entries and square shape. The helper `aux` says that numbers which sum to zero and are not all zero include a positive one. Applied to $H_{kk}-m$ and to $m-H_{kk}$, it supplies the states `j` and `i`.

The induction runs over a bound `N` on the number of wrong elements, and its statement `main` covers all orthonormal bases at once, so that it can be applied to the rotated one. The set of wrong labels after the rotation is shown to be a strict subset of the set before it. The process starts from the standard basis, `Pi.single i 1`.

```lean
/-- Every real square matrix has an orthonormal basis in which all diagonal elements equal
the trace divided by the dimension. -/
theorem exists_flat_basis (H : Matrix n n ℝ) :
    ∃ v, IsOrthonormalBasis v ∧ ∀ i, element H v i i = H.trace / Fintype.card n := by
  set m := H.trace / Fintype.card n with hm
  have aux : ∀ f : n → ℝ, ∑ k, f k = 0 → (∃ k, f k ≠ 0) → ∃ k, 0 < f k := by
    rintro f h0 ⟨k, hk⟩
    by_contra hn
    have hle : ∀ k, f k ≤ 0 := fun k => not_lt.mp fun h => hn ⟨k, h⟩
    exact hk ((Finset.sum_eq_zero_iff_of_nonpos fun k _ => hle k).mp h0 k (Finset.mem_univ k))
  -- induction on the number of diagonal elements away from the mean
  have main : ∀ (N : ℕ) (v : n → n → ℝ), IsOrthonormalBasis v →
      (Finset.univ.filter fun k => element H v k k ≠ m).card < N →
      ∃ w, IsOrthonormalBasis w ∧ ∀ i, element H w i i = m := by
    intro N
    induction N with
    | zero => intro v _ h; exact absurd h (Nat.not_lt_zero _)
    | succ N ih =>
      intro v hv hN
      by_cases hall : ∀ i, element H v i i = m
      · exact ⟨v, hv, hall⟩
      obtain ⟨k, hk⟩ := not_forall.mp hall
      have hcard : (Fintype.card n : ℝ) ≠ 0 :=
        Nat.cast_ne_zero.mpr (Fintype.card_pos_iff.mpr ⟨k⟩).ne'
      have h0 : ∑ k, (element H v k k - m) = 0 := by
        rw [Finset.sum_sub_distrib, sum_diagonal H hv, Finset.sum_const, Finset.card_univ,
          nsmul_eq_mul, hm, mul_div_cancel₀ _ hcard, sub_self]
      have h0' : ∑ k, (m - element H v k k) = 0 := by
        rw [← neg_eq_zero, ← Finset.sum_neg_distrib]
        simpa only [neg_sub] using h0
      obtain ⟨j, hj⟩ := aux _ h0 ⟨k, sub_ne_zero.mpr hk⟩
      obtain ⟨i, hi⟩ := aux _ h0' ⟨k, sub_ne_zero.mpr (Ne.symm hk)⟩
      have hij : i ≠ j := by
        rintro rfl
        linarith
      obtain ⟨c, s, hc, hw⟩ := exists_mix H v i j (m := m) (by linarith) (by linarith)
      refine ih _ (mix_orthonormal hv hij hc) (lt_of_lt_of_le ?_ (Nat.lt_succ_iff.mp hN))
      -- state `i` is now right, and no state outside the pair has changed
      apply Finset.card_lt_card
      rw [Finset.ssubset_iff_of_subset]
      · exact ⟨i, by simp only [Finset.mem_filter, Finset.mem_univ, true_and]
                     intro h; linarith, by simp [hw]⟩
      · intro l hl
        simp only [Finset.mem_filter, Finset.mem_univ, true_and] at hl ⊢
        have hli : l ≠ i := by
          rintro rfl
          exact hl hw
        by_cases hlj : l = j
        · rw [hlj]
          intro h
          linarith
        · simpa [element, mix, hli, hlj] using hl
  refine main _ (fun i => Pi.single i 1) ?_ (Nat.lt_succ_self _)
  intro i j
  rw [single_dotProduct, one_mul]
  show (Pi.single j (1 : ℝ) : n → ℝ) i = _
  rw [Pi.single_apply]
```

## The splitting carried by the couplings

For real matrices `H.IsHermitian` means symmetric, and `hH.eigenvalues` lists the $E_k$. The hypothesis `hflat` says that the given basis is flat, so the identity holds in every flat basis and not only in the one constructed above. The inner sum over `Finset.univ.erase i` omits $j=i$.

The proof takes the eigenbasis `w` from Mathlib and shows in `hel` that $H$ is diagonal there. Then `h1` and `h2` give $\sum_k E_k$ and $\sum_k E_k^2$, `h3` is the sum of squares in the flat basis, and `h4` expands $\sum_k(E_k-m)^2$. The last two lines combine them as in the derivation above.

```lean
/-- For symmetric `H`, in an orthonormal basis whose diagonal elements all equal `tr H / n`, the
squared off-diagonal elements add up to the squared deviations of the eigenvalues from that mean. -/
theorem splitting_in_couplings {H : Matrix n n ℝ} (hH : H.IsHermitian) {v : n → n → ℝ}
    (hv : IsOrthonormalBasis v) (hflat : ∀ i, element H v i i = H.trace / Fintype.card n) :
    ∑ i, ∑ j ∈ Finset.univ.erase i, element H v i j ^ 2
      = ∑ k, (hH.eigenvalues k - H.trace / Fintype.card n) ^ 2 := by
  rcases isEmpty_or_nonempty n with hn | hn
  · simp
  have hcard : (Fintype.card n : ℝ) ≠ 0 := Nat.cast_ne_zero.mpr Fintype.card_ne_zero
  set m := H.trace / Fintype.card n with hm
  have hmt : (Fintype.card n : ℝ) * m = H.trace := by rw [hm, mul_div_cancel₀ _ hcard]
  -- the eigenbasis, where `H` is diagonal
  let w : n → n → ℝ := fun k => (hH.eigenvectorBasis k).ofLp
  have hw : IsOrthonormalBasis w := by
    intro i j
    have h := orthonormal_iff_ite.mp hH.eigenvectorBasis.orthonormal i j
    rw [EuclideanSpace.inner_eq_star_dotProduct, star_trivial, dotProduct_comm] at h
    exact h
  have hel : ∀ i j, element H w i j = if i = j then hH.eigenvalues j else 0 := by
    intro i j
    have h : H *ᵥ w j = hH.eigenvalues j • w j := hH.mulVec_eigenvectorBasis j
    rw [element, h, dotProduct_smul, hw i j]
    simp
  have h1 : ∑ k, hH.eigenvalues k = H.trace := by
    rw [← sum_diagonal H hw]
    simp [hel]
  have h2 : ∑ k, hH.eigenvalues k ^ 2 = (H * Hᵀ).trace := by
    rw [← sum_squares H hw]
    simp [hel, ite_pow]
  have h3 : (Fintype.card n : ℝ) * m ^ 2
      + ∑ i, ∑ j ∈ Finset.univ.erase i, element H v i j ^ 2 = (H * Hᵀ).trace := by
    rw [← sum_squares H hv, ← nsmul_eq_mul, ← Finset.card_univ, ← Finset.sum_const,
      ← Finset.sum_add_distrib]
    refine Finset.sum_congr rfl fun i _ => ?_
    rw [← Finset.add_sum_erase _ _ (Finset.mem_univ i), hflat i]
  have h4 : ∑ k, (hH.eigenvalues k - m) ^ 2
      = ∑ k, hH.eigenvalues k ^ 2 - 2 * m * ∑ k, hH.eigenvalues k
        + (Fintype.card n : ℝ) * m ^ 2 := by
    rw [← nsmul_eq_mul, ← Finset.card_univ, ← Finset.sum_const, Finset.mul_sum,
      ← Finset.sum_sub_distrib, ← Finset.sum_add_distrib]
    exact Finset.sum_congr rfl fun k _ => by ring
  rw [h4, h1, h2]
  linear_combination h3 - 2 * m * hmt
```

In the two-level example the states carry the labels 0 and 1, while the energies are `E₁` and `E₂`. The proof replaces $1/\sqrt2$ by a letter `a` of which only $a^2=1/2$ is used.

```lean
/-- For two levels `E₁` and `E₂`, the normalised sum and difference of the eigenstates both have
diagonal energy `(E₁ + E₂) / 2`, and their coupling is `(E₁ - E₂) / 2`. -/
theorem two_level (E₁ E₂ : ℝ) :
    let v : Fin 2 → Fin 2 → ℝ := ![![(√2)⁻¹, (√2)⁻¹], ![(√2)⁻¹, -(√2)⁻¹]]
    IsOrthonormalBasis v ∧ (∀ i, element !![E₁, 0; 0, E₂] v i i = (E₁ + E₂) / 2) ∧
      element !![E₁, 0; 0, E₂] v 0 1 = (E₁ - E₂) / 2 := by
  have ha : (√2)⁻¹ * (√2)⁻¹ = (1 / 2 : ℝ) := by
    rw [← mul_inv, Real.mul_self_sqrt (by norm_num)]
    norm_num
  generalize (√2)⁻¹ = a at ha ⊢
  refine ⟨?_, ?_, ?_⟩
  · intro i j
    fin_cases i <;> fin_cases j <;> simp [dotProduct, Fin.sum_univ_succ] <;> linarith
  · intro i
    fin_cases i <;> simp [element, Matrix.mulVec, dotProduct, Fin.sum_univ_succ] <;>
      linear_combination (E₁ + E₂) * ha
  · simp [element, Matrix.mulVec, dotProduct, Fin.sum_univ_succ]
    linear_combination (E₁ - E₂) * ha

end

end DiagonalSumRule
```

```lean
#print axioms DiagonalSumRule.exists_flat_basis
#print axioms DiagonalSumRule.splitting_in_couplings
#print axioms DiagonalSumRule.two_level
```

```
'DiagonalSumRule.exists_flat_basis' depends on axioms: [propext, Classical.choice, Quot.sound]
'DiagonalSumRule.splitting_in_couplings' depends on axioms: [propext, Classical.choice, Quot.sound]
'DiagonalSumRule.two_level' depends on axioms: [propext, Classical.choice, Quot.sound]
```
